# The sample variance of a local energy affine in its parameters attains a minimum

In variational calculations one may choose the parameters of a trial state by making the variance of the local energy over a set of sample points as small as possible. The lemma treats a model in which the sample is finite, fixed and unweighted, and the local energy at point i is a real affine function of n real parameters, aᵢ + bᵢ·p. It states that some choice q of the parameters gives a variance no larger than any other choice does; it does not say that q is unique. The proof writes the variance as the squared distance from a fixed vector `u` to `L p`, divided by the number of sample points, where `L` is a linear map. The range of `L` is a finite-dimensional subspace, hence closed, so it contains a point nearest to `u`, and any q that `L` sends to that point will do.

The first attempt, which Lean rejects:

```lean
import Mathlib

open Matrix

namespace ExistsVarianceMinimizer

noncomputable section

variable {ι : Type*} [Fintype ι] {n : ℕ}

/-- Local energy at sample point `i`, affine in the variational parameters `p`. -/
def localEnergy (a : ι → ℝ) (b : ι → Fin n → ℝ) (p : Fin n → ℝ) (i : ι) : ℝ :=
  a i + b i ⬝ᵥ p

/-- Unweighted mean of a quantity over a non-empty sample. -/
def sampleMean (E : ι → ℝ) : ℝ := (∑ i, E i) / Fintype.card ι

/-- Unweighted variance of a quantity over a non-empty sample. -/
def sampleVariance (E : ι → ℝ) : ℝ :=
  (∑ i, (E i - sampleMean E) ^ 2) / Fintype.card ι

/-- The scalar product of a summed slope with the parameters is the sum of the
scalar products. -/
theorem sum_slope_dot (b : ι → Fin n → ℝ) (p : Fin n → ℝ) :
    (∑ i, b i) ⬝ᵥ p = ∑ i, b i ⬝ᵥ p := by
  simp only [dotProduct, Finset.sum_apply, Finset.sum_mul]
  exact Finset.sum_comm

/-- The mean energy is affine in the parameters, and its slope is the mean of the
individual slopes. -/
theorem mean_energy_eq (a : ι → ℝ) (b : ι → Fin n → ℝ) (p : Fin n → ℝ) :
    sampleMean (localEnergy a b p)
      = sampleMean a + ((∑ i, b i) ⬝ᵥ p) / Fintype.card ι := by
  rw [sum_slope_dot]
  simp only [sampleMean, localEnergy, Finset.sum_add_distrib, add_div]

/-- The deviation of a local energy from the sample mean is affine in the parameters,
with the centred slope. -/
theorem fluctuation_eq (a : ι → ℝ) (b : ι → Fin n → ℝ) (p : Fin n → ℝ) (i : ι) :
    localEnergy a b p i - sampleMean (localEnergy a b p)
      = (a i - sampleMean a)
        + (b i - (Fintype.card ι : ℝ)⁻¹ • ∑ j, b j) ⬝ᵥ p := by
  rw [mean_energy_eq, sub_dotProduct, smul_dotProduct, smul_eq_mul]
  unfold localEnergy
  ring

/-- The sample variance of the local energy attains a global minimum at some choice
of the parameters. -/
theorem exists_variance_minimizer (a : ι → ℝ) (b : ι → Fin n → ℝ) :
    ∃ q, ∀ p, sampleVariance (localEnergy a b q) ≤ sampleVariance (localEnergy a b p) := by
  -- the linear part of the fluctuations, as a map into Euclidean space
  let L : (Fin n → ℝ) →ₗ[ℝ] EuclideanSpace ℝ ι :=
    { toFun := fun p => WithLp.toLp 2
        (fun i => (b i - (Fintype.card ι : ℝ)⁻¹ • ∑ j, b j) ⬝ᵥ p)
      map_add' := by
        intro x y
        ext i
        exact dotProduct_add _ _ _
      map_smul' := by
        intro r x
        ext i
        exact dotProduct_smul _ _ _ }
  let u : EuclideanSpace ℝ ι := WithLp.toLp 2 (fun i => -(a i - sampleMean a))
  -- the variance is a squared distance to a point of the range of `L`
  have key : ∀ p, sampleVariance (localEnergy a b p)
      = dist u (L p) ^ 2 / Fintype.card ι := by
    intro p
    rw [EuclideanSpace.dist_eq, Real.sq_sqrt (Finset.sum_nonneg fun i _ => sq_nonneg _)]
    unfold sampleVariance
    congr 1
    refine Finset.sum_congr rfl fun i _ => ?_
    rw [fluctuation_eq, Real.dist_eq, sq_abs]
    change _ = (-(a i - sampleMean a)
      - (b i - (Fintype.card ι : ℝ)⁻¹ • ∑ j, b j) ⬝ᵥ p) ^ 2
    ring
  -- a finite-dimensional subspace is closed, so a nearest point exists
  have hclosed : IsClosed (LinearMap.range L : Set (EuclideanSpace ℝ ι)) :=
    (LinearMap.range L).closed_of_finiteDimensional
  obtain ⟨y, ⟨q, rfl⟩, hq⟩ := hclosed.exists_infDist_eq_dist ⟨L 0, ⟨0, rfl⟩⟩ u
  refine ⟨q, fun p => ?_⟩
  have hle : dist u (L q) ≤ dist u (L p) := by
    rw [← hq]
    exact Metric.infDist_le_dist_of_mem ⟨p, rfl⟩
  rw [key, key]
  gcongr

end

end ExistsVarianceMinimizer
```

Compiling this gives:

```
Main.lean:58:14: error: typeclass instance problem is stuck
  NonUnitalNonAssocSemiring ?m.79

Note: Lean will not try to resolve this typeclass instance problem because the type argument to `NonUnitalNonAssocSemiring` is a metavariable. This argument must be fully determined before Lean will try to resolve the typeclass.

Hint: Adding type annotations and supplying implicit arguments to functions can give Lean more information for typeclass resolution. For example, if you have a variable `x` that you intend to be a `Nat`, but Lean reports it as having an unresolved type like `?m`, replacing `x` with `(x : Nat)` can get typeclass resolution un-stuck.
Main.lean:62:8: error: Type mismatch
  dotProduct_smul ?m.105 ?m.106 ?m.107
has type
  ?m.106 ⬝ᵥ ?m.105 • ?m.107 = ?m.105 • (?m.106 ⬝ᵥ ?m.107)
but is expected to have type
  (WithLp.toLp 2 fun i => (b i - (↑(Fintype.card ι))⁻¹ • ∑ j, b j) ⬝ᵥ r • x).ofLp i =
    ((RingHom.id ℝ) r • WithLp.toLp 2 fun i => (b i - (↑(Fintype.card ι))⁻¹ • ∑ j, b j) ⬝ᵥ x).ofLp i
```

What went wrong. Both errors arise in the proof that `L` is linear. After `ext i`, each goal is about the i-th coordinate of vectors built with `WithLp.toLp`, and the dot products sit inside that wrapping, as the second message shows. The attempt gave `dotProduct_add` and `dotProduct_smul` only placeholders, which Lean had to fill in from the goal.

For `dotProduct_add` even the type of the entries stayed unknown, so the search for a `NonUnitalNonAssocSemiring` instance was stuck. For `dotProduct_smul` Lean could not match the lemma's general equation with the wrapped goal, and reported a type mismatch.

The repair writes out the arguments: the centred slope, the parameter vectors and, in the second case, the scalar `r`. This fixes the type as ℝ and leaves nothing to guess. Lean need only check that the stated equation and the goal agree by definition, which they do once the coordinates are unfolded.

The changed comment is mere tidying: it now mentions the division by the sample size.

After these edits no error is left:

```diff
@@ -56,11 +56,11 @@
         intro x y
         ext i
-        exact dotProduct_add _ _ _
+        exact dotProduct_add (b i - (Fintype.card ι : ℝ)⁻¹ • ∑ j, b j) x y
       map_smul' := by
         intro r x
         ext i
-        exact dotProduct_smul _ _ _ }
+        exact dotProduct_smul r (b i - (Fintype.card ι : ℝ)⁻¹ • ∑ j, b j) x }
   let u : EuclideanSpace ℝ ι := WithLp.toLp 2 (fun i => -(a i - sampleMean a))
-  -- the variance is a squared distance to a point of the range of `L`
+  -- the variance is the squared distance from `u` to `L p`, divided by the sample size
   have key : ∀ p, sampleVariance (localEnergy a b p)
       = dist u (L p) ^ 2 / Fintype.card ι := by
```
